# Mims ENDOR delays with an irrational ratio share no blind spot at nonzero hyperfine coupling

In Mims ENDOR, two microwave pulses separated by a delay $\tau$ prepare the electron spins, a radio-frequency pulse flips a nucleus, and a third microwave pulse produces a stimulated echo. The nuclear flip shows up as a change of that echo. At certain hyperfine couplings the echo does not change at all, and the nucleus is invisible: these are the blind spots of the delay. A common remedy is to repeat the experiment with a second delay. Can a nonzero coupling still be hidden from both?

For an ideal polarization grating and a complete nuclear flip, the answer is no whenever the ratio of the two delays is irrational.

## The $\sin^2$ law from the polarization grating

Let $\varphi$ be the offset phase that a spin packet gathers during $\tau$. The first two pulses leave a polarization $\cos\varphi$ across the packets. A nuclear flip shifts the electron frequency by the hyperfine coupling $A$, given in cycles per unit time and not as an angular frequency, so the packet is read out with phase $\varphi+c$, where $c=2\pi A\tau$. The echo is the average of the product over one period:

$$E(A,\tau)=\frac1{2\pi}\int_0^{2\pi}\cos\varphi\,\cos(\varphi+c)\,d\varphi .$$

Since $\cos\varphi\cos(\varphi+c)=\tfrac12\cos c+\tfrac12\cos(2\varphi+c)$ and the second term integrates to zero, the integral is $\pi\cos c$ and $E=\tfrac12\cos(2\pi A\tau)$. The signal is the echo without the shift minus the echo with it:

$$S(A,\tau)=\tfrac12-\tfrac12\cos(2\pi A\tau)=\sin^2(\pi A\tau).$$

Relative to the unshifted echo, which is $\tfrac12$, the change is $2\sin^2(\pi A\tau)$; its largest value, 2, is a fully inverted echo. This counts a nuclear flip in both electron spin states. A radio-frequency pulse on a single ENDOR line flips the nucleus in only one of them, which halves the change and leaves the blind spots where they are. The signal vanishes exactly when $A\tau$ is an integer.

## Shared zeros of two delays

Let the delays be $s,t>0$. Both signals are non-negative, so $S(A,s)+S(A,t)=0$ forces both to vanish: $As=m$ and $At=n$ with integers $m,n$. If $A\neq0$, then $n\neq0$ and

$$\frac st=\frac{As}{At}=\frac mn ,$$

which is rational. For an irrational ratio only $A=0$ remains, and there both signals do vanish.

If instead $s=pu$ and $t=qu$ with coprime integers $p,q$, choose integers $a,b$ with $ap+bq=1$. At a shared blind spot, $Au=a(Apu)+b(Aqu)$ is an integer. Conversely, if $Au$ is an integer, so are $Apu$ and $Aqu$.

Take $s=0.2\,\mu\text{s}$ and $t=0.3\,\mu\text{s}$, so $p=2$, $q=3$, $u=0.1\,\mu\text{s}$. The first delay is blind at multiples of 5 MHz, the second at multiples of 3.33 MHz, and both at multiples of 10 MHz. At 5 MHz the second delay gives $\sin^2(1.5\pi)=1$. In the smallest case, $p=q=1$, the delays are equal and the second experiment removes no blind spot.

## Several delays, and near misses

For finitely many positive delays $\tau_i$, a common blind spot at $A\ne0$ makes every $A\tau_i$ a nonzero integer, so all ratios are rational. Conversely, fix one delay $\tau_j$ and write $\tau_i=r_i\tau_j$ with rational $r_i$. Let $D$ be the product of the denominators of the $r_i$. At $A=D/\tau_j$ each $A\tau_i=Dr_i$ is an integer.

An irrational ratio excludes exact zeros of the summed signal at nonzero coupling, but not small values. By Dirichlet's approximation theorem, for every positive integer $n$ there are integers $j,k$ with $1\le k\le n$ and $d=k\,s/t-j$ satisfying $|d|\le1/(n+1)$. At $A=k/t\ge1/t$ the delay $t$ is blind, and the other contributes

$$\sin^2(\pi k s/t)=\sin^2(\pi d)\le\pi^2d^2\le\frac{\pi^2}{n+1},$$

which is below any given $\varepsilon>0$ once $n>\pi^2/\varepsilon$. With $t=0.2\,\mu\text{s}$ and $s=\sqrt2\,t$, the choice $k=5$ gives $A=25$ MHz and a summed signal of about 0.049; $k=12$ gives 60 MHz and about 0.0085.

In a spectral simulation based on the model of one completely flipped nucleus and an ideal grating, the factor $\sin^2(\pi A\tau)$ sets the weight with which a single coupling $A$ appears at delay $\tau$.

## The echo and the signal in Lean

Couplings and delays are real numbers, measured in reciprocal units such as MHz and µs, so that the product of the two numbers is $A\tau$.

```lean
import Mathlib

open Real

namespace MimsBlindSpots

noncomputable section
```

The echo is defined as the grating average itself, so the $\sin^2$ law has to be derived.

```lean
/-- Stimulated echo after a nuclear flip that shifts the electron frequency by `A`: the grating
`cos φ` is read out with the phase `φ + 2πAτ` and averaged over one uniform period of `φ`. -/
def stimulatedEcho (A τ : ℝ) : ℝ :=
  (2 * π)⁻¹ * ∫ φ in (0 : ℝ)..(2 * π), Real.cos φ * Real.cos (φ + 2 * π * A * τ)
```

`stimulatedEcho A τ` is $E(A,\tau)$. The definition assumes phases spread uniformly over a period, ideal pulses and no relaxation. The step from here to the spectrometer is the identification of the measured echo with this average.

```lean
/-- Mims ENDOR signal: the echo without a frequency shift minus the echo with the hyperfine
shift `A`, at delay `τ`. -/
def mimsSignal (A τ : ℝ) : ℝ := stimulatedEcho 0 τ - stimulatedEcho A τ
```

`mimsSignal A τ` is $S(A,\tau)$, with a complete flip built in and no division by the unshifted echo.

## The integral and the blind-spot condition

```lean
/-- The overlap of a cosine grating with its copy shifted by the phase `c`, integrated over one
period, is `π cos c`. -/
theorem grating_overlap (c : ℝ) :
    ∫ φ in (0 : ℝ)..(2 * π), Real.cos φ * Real.cos (φ + c) = π * Real.cos c := by
  -- an explicit antiderivative, from the product-to-sum formula
  have hd : ∀ φ : ℝ, HasDerivAt (fun x : ℝ => x * Real.cos c / 2 + Real.sin (2 * x + c) / 4)
      (Real.cos φ * Real.cos (φ + c)) φ := by
    intro φ
    have h1 : HasDerivAt (fun x : ℝ => 2 * x + c) 2 φ :=
      (((hasDerivAt_id' φ).const_mul 2).add_const c).congr_deriv (by norm_num)
    have h2 := (((hasDerivAt_id' φ).mul_const (Real.cos c)).div_const 2).fun_add
      (h1.sin.div_const 4)
    refine h2.congr_deriv ?_
    have e1 : Real.cos (2 * φ + c)
        = Real.cos φ * Real.cos (φ + c) - Real.sin φ * Real.sin (φ + c) := by
      rw [← Real.cos_add]
      congr 1
      ring
    have e2 : Real.cos c
        = Real.cos (φ + c) * Real.cos φ + Real.sin (φ + c) * Real.sin φ := by
      rw [← Real.cos_sub]
      congr 1
      ring
    linear_combination e1 / 2 + e2 / 2
  have hc : Continuous (fun φ : ℝ => Real.cos φ * Real.cos (φ + c)) := by fun_prop
  have h : ∫ φ in (0 : ℝ)..(2 * π), Real.cos φ * Real.cos (φ + c)
      = (2 * π * Real.cos c / 2 + Real.sin (2 * (2 * π) + c) / 4)
        - (0 * Real.cos c / 2 + Real.sin (2 * 0 + c) / 4) :=
    intervalIntegral.integral_eq_sub_of_hasDerivAt (fun x _ => hd x)
      (hc.intervalIntegrable _ _)
  have h0 : Real.sin (2 * 0 + c) = Real.sin c := by simp
  have h1 : Real.sin (2 * (2 * π) + c) = Real.sin c := by
    rw [show 2 * (2 * π) + c = c + 2 * π + 2 * π by ring, Real.sin_add_two_pi,
      Real.sin_add_two_pi]
  rw [h, h0, h1]
  ring
```

This is the grating integral for an arbitrary phase $c$. The proof supplies the antiderivative $\tfrac12\varphi\cos c+\tfrac14\sin(2\varphi+c)$. The identities `e1` and `e2` expand $\cos(2\varphi+c)$ and $\cos c$, and half their sum is the product-to-sum formula. The fundamental theorem of calculus then gives the integral, and periodicity cancels the sine terms.

```lean
/-- The stimulated echo oscillates with hyperfine coupling and delay as `cos(2πAτ)/2`. -/
theorem stimulatedEcho_eq (A τ : ℝ) :
    stimulatedEcho A τ = Real.cos (2 * π * A * τ) / 2 := by
  have hp := Real.pi_ne_zero
  unfold stimulatedEcho
  rw [grating_overlap]
  field_simp
```

Setting $c=2\pi A\tau$ and dividing by $2\pi$ gives the echo.

```lean
/-- The Mims ENDOR signal is `sin²(πAτ)`. -/
theorem mimsSignal_eq (A τ : ℝ) : mimsSignal A τ = Real.sin (π * A * τ) ^ 2 := by
  have h0 : Real.cos (2 * π * 0 * τ) = 1 := by simp
  have h : Real.cos (2 * π * A * τ) = 1 - 2 * Real.sin (π * A * τ) ^ 2 := by
    rw [show 2 * π * A * τ = 2 * (π * A * τ) by ring, Real.cos_two_mul, Real.cos_sq']
    ring
  rw [mimsSignal, stimulatedEcho_eq, stimulatedEcho_eq]
  linear_combination h0 / 2 - h / 2
```

The double-angle formula turns the difference of echoes into $\sin^2(\pi A\tau)$.

```lean
/-- The Mims signal vanishes exactly when the product of coupling and delay is an integer. -/
theorem blind_iff (A τ : ℝ) : mimsSignal A τ = 0 ↔ ∃ n : ℤ, A * τ = n := by
  rw [mimsSignal_eq, pow_eq_zero_iff two_ne_zero, Real.sin_eq_zero_iff]
  constructor
  · rintro ⟨n, h⟩
    exact ⟨n, mul_left_cancel₀ Real.pi_ne_zero (by linear_combination -h)⟩
  · rintro ⟨n, h⟩
    exact ⟨n, by linear_combination -π * h⟩
```

The statement says that a delay is blind exactly when $A\tau$ equals some integer `n`. Mathlib describes the zeros of the sine as integer multiples of $\pi$, and the two directions cancel or restore that factor.

## Two experiments together

```lean
/-- The summed signal of two Mims experiments vanishes exactly when both products of coupling
and delay are integers. -/
theorem shared_blind_iff (A s t : ℝ) : mimsSignal A s + mimsSignal A t = 0 ↔
    (∃ m : ℤ, A * s = m) ∧ ∃ n : ℤ, A * t = n := by
  have hs : 0 ≤ mimsSignal A s := by rw [mimsSignal_eq]; positivity
  have ht : 0 ≤ mimsSignal A t := by rw [mimsSignal_eq]; positivity
  rw [← blind_iff, ← blind_iff]
  constructor
  · intro h
    constructor <;> linarith
  · rintro ⟨h1, h2⟩
    rw [h1, h2, add_zero]
```

A zero sum expresses that both experiments are blind. The facts `hs` and `ht` record that the signals are non-negative, and `linarith` deduces that each vanishes.

```lean
/-- Two Mims experiments whose delays have an irrational ratio share no blind spot at nonzero
hyperfine coupling: their summed signal vanishes only at `A = 0`. -/
theorem no_shared_blind_spot {s t : ℝ} (hst : Irrational (s / t)) (A : ℝ) :
    mimsSignal A s + mimsSignal A t = 0 ↔ A = 0 := by
  constructor
  · intro h
    by_contra hA
    obtain ⟨⟨m, hm⟩, n, hn⟩ := (shared_blind_iff A s t).1 h
    -- a common blind spot would exhibit the ratio of delays as m / n
    apply hst
    refine ⟨(m : ℚ) / n, ?_⟩
    push_cast
    rw [← hm, ← hn]
    exact mul_div_mul_left s t hA
  · rintro rfl
    simp [mimsSignal_eq]
```

This is the main result: for an irrational `s / t` and any real `A`, the summed signal is zero if and only if `A = 0`. Positive delays are the physical case, but the theorem needs only the irrational ratio. That already excludes a zero delay: `0 / t` is 0, and Lean also sets `s / 0` to 0, which is rational. The proof assumes $A\ne0$, takes $m$ and $n$ from the preceding theorem, and exhibits $m/n$ as a rational value of the ratio; `mul_div_mul_left` cancels the common factor $A$.

## Families of delays

```lean
/-- Finitely many Mims experiments with positive delays have a common blind spot at nonzero
coupling exactly when all delays are rational multiples of one another. -/
theorem common_blind_spot_iff {ι : Type*} [Fintype ι] (τ : ι → ℝ) (hτ : ∀ i, 0 < τ i) :
    (∃ A : ℝ, A ≠ 0 ∧ ∑ i, mimsSignal A (τ i) = 0) ↔
      ∀ i j, ∃ r : ℚ, τ i = r * τ j := by
  constructor
  · rintro ⟨A, hA, h⟩ i j
    have hz := (Finset.sum_eq_zero_iff_of_nonneg (fun i _ => by
      rw [mimsSignal_eq]; positivity)).1 h
    obtain ⟨m, hm⟩ := (blind_iff A (τ i)).1 (hz i (Finset.mem_univ i))
    obtain ⟨n, hn⟩ := (blind_iff A (τ j)).1 (hz j (Finset.mem_univ j))
    have hj := (hτ j).ne'
    refine ⟨(m : ℚ) / n, ?_⟩
    push_cast
    rw [← hm, ← hn, mul_div_mul_left _ _ hA]
    field_simp
  · intro h
    rcases isEmpty_or_nonempty ι with hE | ⟨⟨j⟩⟩
    · exact ⟨1, one_ne_zero, by simp⟩
    · choose r hr using fun i => h i j
      have hj := (hτ j).ne'
      -- the product of all denominators clears every ratio at once
      refine ⟨((∏ i, (r i).den : ℕ) : ℝ) / τ j, div_ne_zero (Nat.cast_ne_zero.2
        (Finset.prod_ne_zero_iff.2 fun i _ => (r i).den_nz)) hj, ?_⟩
      refine Finset.sum_eq_zero fun i _ => (blind_iff _ _).2 ?_
      obtain ⟨c, hc⟩ := Finset.dvd_prod_of_mem (fun i => (r i).den) (Finset.mem_univ i)
      have hq : (r i : ℝ) * ((r i).den : ℝ) = ((r i).num : ℝ) := by
        exact_mod_cast Rat.mul_den_eq_num (r i)
      have key : ((r i).den * c : ℝ) / τ j * (r i * τ j) = (r i * (r i).den) * c := by
        field_simp
      refine ⟨(r i).num * c, ?_⟩
      rw [hr i, hc]
      push_cast
      rw [key, hq]
```

The index type `ι` labels finitely many experiments, and `hτ` makes every delay positive. The right-hand side says that each delay is a rational multiple of each other one. Zero delays have to be excluded: a zero delay is blind at every coupling, yet no nonzero delay is a rational multiple of it.

The forward direction splits the vanishing sum into vanishing terms and forms the ratio $m/n$. The reverse direction uses $A=D/\tau_j$; `Finset.dvd_prod_of_mem` states that each denominator divides $D$. For an empty family the sum is zero at any coupling, and the proof takes $A=1$. For a single delay both sides hold.

```lean
/-- For delays `pu` and `qu` with coprime integers `p`, `q`, the shared blind spots are exactly
the couplings for which `Au` is an integer. -/
theorem commensurate_blind_spots {p q : ℤ} (hpq : IsCoprime p q) (A u : ℝ) :
    mimsSignal A (p * u) + mimsSignal A (q * u) = 0 ↔ ∃ n : ℤ, A * u = n := by
  rw [shared_blind_iff]
  constructor
  · rintro ⟨⟨m, hm⟩, n, hn⟩
    obtain ⟨a, b, hab⟩ := hpq
    have hab' : (a : ℝ) * p + b * q = 1 := by exact_mod_cast hab
    refine ⟨a * m + b * n, ?_⟩
    push_cast
    linear_combination a * hm + b * hn - A * u * hab'
  · rintro ⟨n, hn⟩
    refine ⟨⟨p * n, ?_⟩, q * n, ?_⟩
    · push_cast
      linear_combination p * hn
    · push_cast
      linear_combination q * hn
```

`IsCoprime p q` provides the integers $a,b$ with $ap+bq=1$, and `linear_combination` combines the two integer conditions with these coefficients. The unit `u` may be any real number.

## Small signals at nonzero coupling

```lean
/-- For any delay `s` and any positive delay `t`, the summed signal falls below every positive
threshold at some coupling `A ≥ 1/t`. -/
theorem near_blind_spot (s : ℝ) {t ε : ℝ} (ht : 0 < t) (hε : 0 < ε) :
    ∃ A : ℝ, 1 / t ≤ A ∧ mimsSignal A s + mimsSignal A t < ε := by
  obtain ⟨n, hn⟩ := exists_nat_gt (π ^ 2 / ε)
  have hn0 : (0 : ℝ) < n := lt_trans (by positivity) hn
  -- Dirichlet approximation of the ratio of delays
  obtain ⟨j, k, hk, -, hd⟩ :=
    Real.exists_int_int_abs_mul_sub_le (s / t) (Nat.cast_pos.1 hn0)
  have hk1 : (1 : ℝ) ≤ k := by exact_mod_cast hk
  refine ⟨k / t, by gcongr, ?_⟩
  have hT : mimsSignal (k / t) t = 0 := (blind_iff _ _).2 ⟨k, by field_simp⟩
  have hcos : Real.cos (2 * π * (k / t) * s) = Real.cos (2 * π * (k * (s / t) - j)) := by
    rw [← Real.cos_sub_int_mul_two_pi (2 * π * (k / t) * s) j]
    congr 1
    ring
  have hS : mimsSignal (k / t) s = (1 - Real.cos (2 * π * (k * (s / t) - j))) / 2 := by
    have h0 : Real.cos (2 * π * 0 * s) = 1 := by simp
    rw [mimsSignal, stimulatedEcho_eq, stimulatedEcho_eq, h0, hcos]
    ring
  rw [hT, hS, add_zero]
  generalize (k : ℝ) * (s / t) - j = d at hd ⊢
  have hb := Real.one_sub_sq_div_two_le_cos (x := 2 * π * d)
  have h1 : 1 / ((n : ℝ) + 1) ≤ 1 := (div_le_one (by positivity)).2 (by linarith)
  have hd2 : d ^ 2 ≤ 1 / ((n : ℝ) + 1) := by
    rw [← sq_abs]
    nlinarith [abs_nonneg d]
  have h2 : π ^ 2 * (1 / ((n : ℝ) + 1)) < ε := by
    rw [mul_one_div, div_lt_iff₀ (by positivity)]
    have h3 := (div_lt_iff₀ hε).1 hn
    nlinarith
  have h4 : π ^ 2 * d ^ 2 ≤ π ^ 2 * (1 / ((n : ℝ) + 1)) :=
    mul_le_mul_of_nonneg_left hd2 (by positivity)
  nlinarith

end

end MimsBlindSpots
```

For every positive threshold `ε`, some coupling of at least $1/t$ has a summed signal below it, whatever the ratio of the delays. An irrational ratio therefore guarantees no positive lower bound on the summed signal over all couplings $A\ge1/t$. The theorem gives no upper limit on the coupling, so the near miss may lie beyond the range of interest in a given experiment.

The proof takes $j$ and $k$ from Mathlib's Dirichlet theorem and shows with `hT` that delay $t$ is blind at $A=k/t$. For the other delay, `hcos` removes $j$ full turns from the phase. The inequality $1-x^2/2\le\cos x$ at $x=2\pi d$ then gives the bound $\pi^2d^2$, and the choice of $n$ brings it below `ε`.

```lean
#print axioms MimsBlindSpots.no_shared_blind_spot
#print axioms MimsBlindSpots.common_blind_spot_iff
#print axioms MimsBlindSpots.commensurate_blind_spots
#print axioms MimsBlindSpots.near_blind_spot
```

```
'MimsBlindSpots.no_shared_blind_spot' depends on axioms: [propext, Classical.choice, Quot.sound]
'MimsBlindSpots.common_blind_spot_iff' depends on axioms: [propext, Classical.choice, Quot.sound]
'MimsBlindSpots.commensurate_blind_spots' depends on axioms: [propext, Classical.choice, Quot.sound]
'MimsBlindSpots.near_blind_spot' depends on axioms: [propext, Classical.choice, Quot.sound]
```
